# For U > 0, a McWeeny step leaves the Dudarev penalty unchanged exactly when every occupation is 0, 1/2 or 1

The Dudarev penalty (U/2) Tr(n − n²) charges an energy for fractional occupations, and the McWeeny map n ↦ 3n² − 2n³ pushes occupations towards 0 or 1. Here n is a finite complex matrix with n and 1 − n both positive semidefinite, so its eigenvalues, the occupations, lie between 0 and 1. The theorem `dudarev_mcweeny_eq_iff` says that, for U > 0, one McWeeny step leaves the penalty unchanged if and only if n(1 − n)(1 − 2n) = 0. For the forward direction, the proof writes the drop in Tr(n − n²) as a sum of two nonnegative traces, the second of the form Tr(AᴴA) with A = (n − n²)(1 − 2n), so that no drop forces A = 0. The converse puts A = 0 into the matrix identity behind that sum.

As first written in Lean, the proof fails:

```lean
import Mathlib

open Matrix
open scoped ComplexOrder

namespace DudarevPurification

noncomputable section

/-- The McWeeny purification map `3n² - 2n³`. -/
def mcweeny {R : Type*} [Ring R] (n : R) : R := 3 * n ^ 2 - 2 * n ^ 3

/-- The idempotency defect `n - n²` of an occupation matrix. -/
def defect {R : Type*} [Ring R] (n : R) : R := n - n ^ 2

variable {ι : Type*} [Fintype ι] [DecidableEq ι]

/-- An admissible occupation matrix: both `n` (electrons) and `1 - n` (holes) are
positive semidefinite. -/
structure IsOccupation (n : Matrix ι ι ℂ) : Prop where
  electrons : n.PosSemidef
  holes : (1 - n).PosSemidef

/-- The Dudarev penalty `(U/2) Tr(n - n²)`, taken as a real number. -/
def dudarev (U : ℝ) (n : Matrix ι ι ℂ) : ℝ := U / 2 * (defect n).trace.re

/-- In any ring, the loss of idempotency defect in one McWeeny step is a sum of two terms
built symmetrically from the defect and `1 - 2n`. -/
theorem defect_drop {R : Type*} [Ring R] (n : R) :
    defect n - defect (mcweeny n) =
      (1 - 2 * n) * defect n * (1 - 2 * n)
        + (1 - 2 * n) * defect n * (defect n * (1 - 2 * n)) := by
  unfold defect mcweeny
  noncomm_ring

/-- The idempotency defect of an admissible occupation matrix is positive semidefinite. -/
theorem defect_posSemidef {n : Matrix ι ι ℂ} (h : IsOccupation n) :
    (defect n).PosSemidef := by
  have h1 := h.holes.conjTranspose_mul_mul_same n
  have h2 := h.electrons.conjTranspose_mul_mul_same (1 - n)
  rw [h.electrons.isHermitian.eq] at h1
  rw [h.holes.isHermitian.eq] at h2
  -- split the defect into an electron part and a hole part
  have e : defect n = n * (1 - n) * n + (1 - n) * n * (1 - n) := by
    unfold defect
    noncomm_ring
  rw [e]
  exact h1.add h2

/-- For an admissible occupation matrix, `1 - 2n` is Hermitian. -/
theorem reflection_hermitian {n : Matrix ι ι ℂ} (h : IsOccupation n) :
    (1 - 2 * n)ᴴ = 1 - 2 * n := by
  have e : 1 - 2 * n = (1 - n) - n := by noncomm_ring
  rw [e, conjTranspose_sub, h.holes.isHermitian.eq, h.electrons.isHermitian.eq]

/-- For `U > 0`, a McWeeny step leaves the Dudarev penalty unchanged exactly when
`n(1 - n)(1 - 2n) = 0`. -/
theorem dudarev_mcweeny_eq_iff {U : ℝ} (hU : 0 < U) {n : Matrix ι ι ℂ}
    (h : IsOccupation n) :
    dudarev U (mcweeny n) = dudarev U n ↔ n * (1 - n) * (1 - 2 * n) = 0 := by
  have e : n * (1 - n) * (1 - 2 * n) = defect n * (1 - 2 * n) := by
    unfold defect
    noncomm_ring
  rw [e]
  constructor
  · intro heq
    have hU2 : U / 2 ≠ 0 := by positivity
    have hre : (defect (mcweeny n)).trace.re = (defect n).trace.re :=
      mul_left_cancel₀ hU2 heq
    have hq := defect_posSemidef h
    have h1 := (hq.conjTranspose_mul_mul_same (1 - 2 * n)).trace_nonneg
    rw [reflection_hermitian h] at h1
    have h2 := (posSemidef_conjTranspose_mul_self (defect n * (1 - 2 * n))).trace_nonneg
    have c : (defect n * (1 - 2 * n))ᴴ = (1 - 2 * n) * defect n := by
      rw [conjTranspose_mul, reflection_hermitian h, hq.isHermitian.eq]
    have hd := congrArg (fun M : Matrix ι ι ℂ => M.trace.re) (defect_drop n)
    simp only [trace_sub, trace_add, Complex.sub_re, Complex.add_re] at hd
    rw [← c] at hd
    have r1 := (Complex.nonneg_iff.mp h1).1
    have r2 := Complex.nonneg_iff.mp h2
    -- two nonnegative traces add up to zero, so the second one vanishes
    apply trace_conjTranspose_mul_self_eq_zero_iff.mp
    apply Complex.ext
    · rw [Complex.zero_re]
      linarith [r2.1]
    · rw [Complex.zero_im]
      exact r2.2.symm
  · intro h0
    have hd : defect n - defect (mcweeny n) = 0 := by
      rw [defect_drop, mul_assoc (1 - 2 * n) (defect n) (1 - 2 * n), h0]
      simp only [mul_zero, add_zero]
    unfold dudarev
    rw [sub_eq_zero.mp hd]

end

end DudarevPurification
```

The compiler's answer:

```
Main.lean:85:6: error: linarith failed to find a contradiction
case h2
ι : Type u_1
inst✝¹ : Fintype ι
inst✝ : DecidableEq ι
U : ℝ
hU : 0 < U
n : Matrix ι ι ℂ
h : IsOccupation n
e : n * (1 - n) * (1 - 2 * n) = defect n * (1 - 2 * n)
heq : dudarev U (mcweeny n) = dudarev U n
hU2 : U / 2 ≠ 0
hre : (defect (mcweeny n)).trace.re = (defect n).trace.re
hq : (defect n).PosSemidef
h1 : 0 ≤ ((1 - 2 * n) * defect n * (1 - 2 * n)).trace
h2 : 0 ≤ ((defect n * (1 - 2 * n))ᴴ * (defect n * (1 - 2 * n))).trace
c : (defect n * (1 - 2 * n))ᴴ = (1 - 2 * n) * defect n
hd :
  (defect n).trace.re - (defect (mcweeny n)).trace.re =
    ((defect n * (1 - 2 * n))ᴴ * (1 - 2 * n)).trace.re + ((defect n * (1 - 2 * n))ᴴ * (defect n * (1 - 2 * n))).trace.re
r1 : 0 ≤ ((1 - 2 * n) * defect n * (1 - 2 * n)).trace.re
r2 :
  0 ≤ ((defect n * (1 - 2 * n))ᴴ * (defect n * (1 - 2 * n))).trace.re ∧
    0 = ((defect n * (1 - 2 * n))ᴴ * (defect n * (1 - 2 * n))).trace.im
a✝ : 0 < ((defect n * (1 - 2 * n))ᴴ * (defect n * (1 - 2 * n))).trace.re
⊢ False
failed
```

Cause. `linarith` had to show that the second trace is not positive, which follows from `hre`, `hd` and `r1` if the first trace in `hd` is the one `r1` bounds. But `rw [← c] at hd` had replaced every `(1 - 2 * n) * defect n` in `hd` by `(defect n * (1 - 2 * n))ᴴ`. That was wanted in the second trace, but it changed the first as well, while `r1` kept the plain product. The two expressions are equal by `c`, but `linarith` does not rewrite with that matrix equation, so it treated their traces as unrelated numbers and `r1` was of no use.

The repair drops that rewrite, so the first trace in `hd` again matches `r1`. The second trace is now a plain product too, so `c` is used left to right to bring the other facts into line: in `r3`, a copy of the bound `r2.1`, and in the goal. `linarith` then finds `r3` in the context and no longer needs `r2.1` passed to it. `r2` itself is left as it was for the imaginary part. The blank line is only layout.

Lean accepts the file once it reads:

```diff
@@ -76,12 +76,14 @@
     have hd := congrArg (fun M : Matrix ι ι ℂ => M.trace.re) (defect_drop n)
     simp only [trace_sub, trace_add, Complex.sub_re, Complex.add_re] at hd
-    rw [← c] at hd
+
     have r1 := (Complex.nonneg_iff.mp h1).1
     have r2 := Complex.nonneg_iff.mp h2
+    have r3 := r2.1
+    rw [c] at r3
     -- two nonnegative traces add up to zero, so the second one vanishes
     apply trace_conjTranspose_mul_self_eq_zero_iff.mp
     apply Complex.ext
-    · rw [Complex.zero_re]
-      linarith [r2.1]
+    · rw [Complex.zero_re, c]
+      linarith
     · rw [Complex.zero_im]
       exact r2.2.symm
```
